# A bound on the error of the static Coulomb hole for one plasmon pole, when all detunings are smaller in size than the pole energy

The theorem `static_hole_error` concerns a Coulomb hole with a single plasmon pole at `O`, built from real orbitals `φ n` on a finite grid, as many as there are grid points and orthonormal under the plain sum over the grid. Its kernel is the sum over all orbitals of `φ n r * φ n r' * (m r * m r') / (w - e n - O)`, which fixes the normalisation of the real plasmon factor `m`. If every detuning `w - e n` is at most `d` in size, with `0 ≤ d < O`, then setting all detunings to zero changes the quadratic form of this kernel in a real orbital `u` by at most `d / (O * (O - d))` times `∑ r, (m r * u r) ^ 2`. The orbital `u` need not be normalised. The proof writes both quadratic forms as sums over orbitals, bounds the error orbital by orbital, and adds up the bounds with Parseval's identity.

The failing Lean file:

```lean
import Mathlib

open Matrix

namespace OnePlasmonCOHSEX

noncomputable section

variable {ι : Type*} [Fintype ι] [DecidableEq ι]

/-- Real orbitals `φ n r` on a finite grid, as many as there are grid points, are orthonormal. -/
def OrthonormalOrbitals (φ : Matrix ι ι ℝ) : Prop :=
  ∀ n k, ∑ r, φ n r * φ k r = if n = k then 1 else 0

/-- Coulomb hole: a sum over all orbitals, occupied and empty, at the detunings `x`. -/
def coulombHole (φ : Matrix ι ι ℝ) (m : ι → ℝ) (O : ℝ) (x : ι → ℝ) (r r' : ι) : ℝ :=
  ∑ n, φ n r * φ n r' * (m r * m r') / (x n - O)

/-- Expectation value of a nonlocal real operator `F` in the real orbital `u`. -/
def expect (u : ι → ℝ) (F : ι → ι → ℝ) : ℝ :=
  ∑ r, ∑ r', u r * F r r' * u r'

/-- Orthonormal orbitals, as many as there are grid points, resolve the identity on the grid. -/
theorem completeness {φ : Matrix ι ι ℝ} (h : OrthonormalOrbitals φ) (r r' : ι) :
    ∑ n, φ n r * φ n r' = if r = r' then 1 else 0 := by
  have h1 : φ * φᵀ = 1 := by
    ext n k
    rw [Matrix.mul_apply, Matrix.one_apply]
    exact h n k
  -- a one-sided inverse of a square matrix is two-sided
  have h2 : φᵀ * φ = 1 := mul_eq_one_comm.mp h1
  have h3 := congrFun (congrFun h2 r) r'
  rw [Matrix.mul_apply, Matrix.one_apply] at h3
  exact h3

/-- Parseval's identity: the squared overlaps of `v` with all orbitals add up to its squared
norm. -/
theorem parseval {φ : Matrix ι ι ℝ} (h : OrthonormalOrbitals φ) (v : ι → ℝ) :
    ∑ n, (∑ r, φ n r * v r) ^ 2 = ∑ r, v r ^ 2 := by
  calc ∑ n, (∑ r, φ n r * v r) ^ 2
      = ∑ r, ∑ r', v r * v r' * ∑ n, φ n r * φ n r' := by
        simp only [sq, Finset.sum_mul_sum]
        simp only [Finset.mul_sum]
        refine Finset.sum_comm.trans (Finset.sum_congr rfl fun r _ => ?_)
        refine Finset.sum_comm.trans (Finset.sum_congr rfl fun r' _ => ?_)
        exact Finset.sum_congr rfl fun n _ => by ring
    _ = ∑ r, v r ^ 2 := by
        simp [completeness h, sq]

omit [DecidableEq ι] in
/-- The expectation value of the Coulomb hole is a sum over orbitals of squared plasmon matrix
elements divided by `x n - O`. -/
theorem expect_coulombHole (φ : Matrix ι ι ℝ) (m u : ι → ℝ) (O : ℝ) (x : ι → ℝ) :
    expect u (coulombHole φ m O x) =
      ∑ n, (∑ r, φ n r * (m r * u r)) ^ 2 / (x n - O) := by
  symm
  unfold expect coulombHole
  simp only [sq, Finset.sum_div, Finset.mul_sum, Finset.sum_mul]
  refine Finset.sum_comm.trans (Finset.sum_congr rfl fun r _ => ?_)
  refine Finset.sum_comm.trans (Finset.sum_congr rfl fun r' _ => ?_)
  exact Finset.sum_congr rfl fun n _ => by ring

/-- If all detunings are at most `d < O` in size, the static Coulomb hole errs in the expectation
value by at most `d / (O (O - d))` times the squared norm of `m u`. -/
theorem static_hole_error {φ : Matrix ι ι ℝ} (h : OrthonormalOrbitals φ) (m e u : ι → ℝ)
    {O w d : ℝ} (hd : 0 ≤ d) (hdO : d < O) (hx : ∀ n, |w - e n| ≤ d) :
    |expect u (coulombHole φ m O (fun n => w - e n)) -
        expect u (coulombHole φ m O (fun _ => 0))| ≤
      d / (O * (O - d)) * ∑ r, (m r * u r) ^ 2 := by
  have hO : 0 < O := lt_of_le_of_lt hd hdO
  rw [expect_coulombHole, expect_coulombHole, ← Finset.sum_sub_distrib,
    ← parseval h (fun r => m r * u r), Finset.mul_sum]
  refine (Finset.abs_sum_le_sum_abs _ _).trans (Finset.sum_le_sum fun n _ => ?_)
  have hxn : w - e n ≤ d := (le_abs_self _).trans (hx n)
  have hy : 0 < O - (w - e n) := by linarith
  have hp : 0 < O * (O - (w - e n)) := mul_pos hO hy
  have hq : 0 < O * (O - d) := mul_pos hO (by linarith)
  -- the error of one orbital is proportional to its detuning
  have key : ∀ c : ℝ, c / (w - e n - O) - c / (0 - O) =
      -((w - e n) / (O * (O - (w - e n))) * c) := by
    intro c
    have hy' : O - (w - e n) ≠ 0 := hy.ne'
    have hO' : O ≠ 0 := hO.ne'
    rw [show w - e n - O = -(O - (w - e n)) by ring, zero_sub, div_neg, div_neg]
    generalize hz : O - (w - e n) = y at hy' ⊢
    rw [show w - e n = O - y by linarith]
    field_simp <;> ring
  rw [key, abs_neg, abs_mul, abs_div, abs_of_pos hp, abs_of_nonneg (sq_nonneg _)]
  refine mul_le_mul_of_nonneg_right ?_ (sq_nonneg _)
  rw [div_le_div_iff₀ hp hq]
  exact mul_le_mul (hx n) (mul_le_mul_of_nonneg_left (by linarith) hO.le) hq.le hd

end

end OnePlasmonCOHSEX
```

Compiling this gives:

```
Main.lean:88:67: error: Application type mismatch: The argument
  sq_nonneg ?m.462
has type
  0 ≤ ?m.462 ^ 2
but is expected to have type
  0 ≤ w - e n
in the application
  abs_of_nonneg (sq_nonneg ?m.462)
```

Cause. The error comes from the last rewrite in `rw [key, …]`. By then the left side of the goal is a product in which two absolute values remain: `|w - e n|` in the numerator of the fraction, and that of the squared overlap. The step `abs_of_nonneg (sq_nonneg _)` is meant to remove the second. But the underscore leaves open which square is meant, and the message shows that Lean had already settled on `w - e n` as the quantity inside the absolute value when it checked the argument. It therefore expected a proof of `0 ≤ w - e n`, which `sq_nonneg` cannot give, since it proves that a square is nonnegative.

The repair names the overlap, `∑ r, φ n r * (m r * u r)`. The rewrite can then only match the absolute value of its square, and `|w - e n|` stays in place for the later bound by `hx n`.

Replacing `field_simp <;> ring` with `field_simp` and `ring` on separate lines is mere tidying; no message concerns it.

Lean accepts the file once it reads:

```diff
@@ -85,6 +85,8 @@
     generalize hz : O - (w - e n) = y at hy' ⊢
     rw [show w - e n = O - y by linarith]
-    field_simp <;> ring
-  rw [key, abs_neg, abs_mul, abs_div, abs_of_pos hp, abs_of_nonneg (sq_nonneg _)]
+    field_simp
+    ring
+  rw [key, abs_neg, abs_mul, abs_div, abs_of_pos hp,
+    abs_of_nonneg (sq_nonneg (∑ r, φ n r * (m r * u r)))]
   refine mul_le_mul_of_nonneg_right ?_ (sq_nonneg _)
   rw [div_le_div_iff₀ hp hq]
```
